# Products of PAW operators under an invertible transformation need the inverse overlap, in general, unless the transformation is unitary

The PAW transformation is modelled here as a single square complex matrix T, which takes a pseudo state ψ to the all-electron state Tψ. Both kinds of state therefore have the same finite number of components. Except in parts (a) and (d), T is also assumed to be invertible: every all-electron vector comes from exactly one pseudo vector. This is a condition on the partial waves and projectors from which T is built, and it is assumed, not derived from their form. A rectangular T, from a small pseudo basis into a larger all-electron space, is excluded.

Within this finite model, the problems concern how to form products of operators, such as the squared Hamiltonian in an energy variance, from their pseudo versions.

In the code, `n` is the finite index set of the components, operators are of type `Matrix n n ℂ`, and states are functions `n → ℂ`. The hypothesis `IsUnit T` says that T is invertible.

```lean
import Mathlib

open Matrix

namespace PAWOperatorProducts

noncomputable section

variable {n : Type*} [Fintype n]
```

Write Tᴴ for the conjugate transpose. An all-electron operator A is represented on pseudo states by

P(A) = Tᴴ A T,

which is `pseudo T A` in the code.

```lean
/-- The pseudo operator `Tᴴ A T` that represents the all-electron operator `A`
on pseudo states, for the PAW transformation `T`. -/
def pseudo (T A : Matrix n n ℂ) : Matrix n n ℂ := Tᴴ * A * T
```

The overlap operator is S = Tᴴ T, which is also P(1).

```lean
/-- The PAW overlap operator `S = Tᴴ T`. -/
def overlap (T : Matrix n n ℂ) : Matrix n n ℂ := Tᴴ * T
```

## (a) Expectation values in a pseudo state

Let ψ† be the conjugate row vector of ψ. Show that for all T, A and ψ

ψ† P(A) ψ = (Tψ)† A (Tψ).

Solution. Since (Tψ)† = ψ† Tᴴ, the right side is ψ† Tᴴ A T ψ, which is the left side by the definition of P(A).

The state need not be normalised. With A = 1 the identity gives ψ† S ψ = ‖Tψ‖², so for Tψ ≠ 0 the normalised expectation value is ψ† P(A) ψ / ψ† S ψ.

```lean
/-- The pseudo operator has the same unnormalised expectation value in the pseudo state `ψ` as the
all-electron operator has in the all-electron state `T ψ`. -/
theorem expectation_pseudo (T A : Matrix n n ℂ) (ψ : n → ℂ) :
    star ψ ⬝ᵥ (pseudo T A *ᵥ ψ) = star (T *ᵥ ψ) ⬝ᵥ (A *ᵥ (T *ᵥ ψ)) := by
  simp only [pseudo, Matrix.star_mulVec, ← Matrix.dotProduct_mulVec,
    Matrix.mulVec_mulVec, Matrix.mul_assoc]
```

Lean writes ψ†φ as `star ψ ⬝ᵥ φ` and the action of a matrix on a vector as `*ᵥ`. The lemma `Matrix.star_mulVec` is the step (Tψ)† = ψ† Tᴴ; the others regroup the factors.

## (b) The identity on all-electron states

For invertible T, show that

T S⁻¹ Tᴴ = 1.

Solution. The inverse of a product reverses the order, so S⁻¹ = T⁻¹ (Tᴴ)⁻¹ and

T S⁻¹ Tᴴ = (T T⁻¹) ((Tᴴ)⁻¹ Tᴴ).

The first bracket is 1. The second is (T⁻¹)ᴴ Tᴴ = (T T⁻¹)ᴴ = 1.

```lean
variable [DecidableEq n]

/-- For an invertible PAW transformation, the inverse overlap placed between `T` and `Tᴴ`
gives the identity on all-electron states. -/
theorem resolution_of_identity (T : Matrix n n ℂ) (hT : IsUnit T) :
    T * (overlap T)⁻¹ * Tᴴ = 1 := by
  have h1 : T * T⁻¹ = 1 :=
    Matrix.mul_nonsing_inv T ((Matrix.isUnit_iff_isUnit_det T).mp hT)
  have h2 : (Tᴴ)⁻¹ * Tᴴ = 1 := by
    rw [← Matrix.conjTranspose_nonsing_inv, ← Matrix.conjTranspose_mul, h1,
      Matrix.conjTranspose_one]
  calc T * (overlap T)⁻¹ * Tᴴ = (T * T⁻¹) * ((Tᴴ)⁻¹ * Tᴴ) := by
        simp only [overlap, Matrix.mul_inv_rev, Matrix.mul_assoc]
    _ = 1 := by rw [h1, h2, Matrix.mul_one]
```

The two brackets are `h1` and `h2`, and `Matrix.mul_inv_rev` reverses the order in S⁻¹.

## (c) The product rule

For invertible T and arbitrary A and B, Hermitian or not, show that

P(A) S⁻¹ P(B) = P(AB).

Solution. Write out the definitions and use (b) in the middle:

P(A) S⁻¹ P(B) = Tᴴ A (T S⁻¹ Tᴴ) B T = Tᴴ A B T = P(AB).

```lean
/-- For an invertible PAW transformation, pseudo operators multiplied with the inverse
overlap between them give the pseudo operator of the all-electron product. -/
theorem pseudo_mul (T : Matrix n n ℂ) (hT : IsUnit T) (A B : Matrix n n ℂ) :
    pseudo T A * (overlap T)⁻¹ * pseudo T B = pseudo T (A * B) := by
  calc pseudo T A * (overlap T)⁻¹ * pseudo T B
      = Tᴴ * A * (T * (overlap T)⁻¹ * Tᴴ) * B * T := by
        simp only [pseudo, Matrix.mul_assoc]
    _ = pseudo T (A * B) := by
        rw [resolution_of_identity T hT]
        simp only [pseudo, Matrix.mul_assoc, Matrix.one_mul]
```

The `calc` block has the same two stages: regrouping, then replacing the bracket by 1.

The rule does not carry over to the excluded rectangular T with more rows than columns. Even if S is invertible there, T S⁻¹ Tᴴ is only the orthogonal projector onto the range of T, and P(A) S⁻¹ P(B) differs from P(AB) in general.

## (d) The error of the naive product

Now leave out S⁻¹. Show that for every T, invertible or not,

P(A) P(B) − P(AB) = Tᴴ A (T Tᴴ − 1) B T.

Solution. The first term is Tᴴ A T Tᴴ B T and the second is Tᴴ A B T. Take out Tᴴ A on the left and B T on the right.

```lean
/-- The error of the product taken without the inverse overlap is governed by the
deviation of `T Tᴴ` from the identity. -/
theorem naive_error (T A B : Matrix n n ℂ) :
    pseudo T A * pseudo T B - pseudo T (A * B) = Tᴴ * A * (T * Tᴴ - 1) * B * T := by
  simp only [pseudo]
  noncomm_ring
```

The tactic `noncomm_ring` does this algebra without exchanging any factors.

## (e) One invertible pair is enough

Let T be invertible, and fix one pair of invertible operators A and B. Show that

P(A) P(B) = P(AB) if and only if T is unitary.

Solution. If the equation holds, (d) gives Tᴴ A (T Tᴴ − 1) B T = 0. Cancel T and then B on the right, and Tᴴ A on the left. What remains is T Tᴴ = 1, which for a square matrix means that T is unitary. Conversely, if T Tᴴ = 1, the error in (d) is zero.

Some condition on the pair is needed, and it is not enough that A and B are nonzero: for T = diag(1, 2) and A = B = diag(1, 0), both P(A) P(B) and P(AB) equal diag(1, 0), although T is not unitary.

```lean
/-- For an invertible PAW transformation and any one pair of invertible operators, the
product without the inverse overlap is correct exactly when the transformation is unitary. -/
theorem naive_mul_iff_of_isUnit (T : Matrix n n ℂ) (hT : IsUnit T)
    (A B : Matrix n n ℂ) (hA : IsUnit A) (hB : IsUnit B) :
    pseudo T A * pseudo T B = pseudo T (A * B) ↔ T ∈ Matrix.unitaryGroup n ℂ := by
  constructor
  · intro h
    have e : Tᴴ * A * (T * Tᴴ - 1) * B * T = 0 := by
      rw [← naive_error, h, sub_self]
    -- cancel the invertible factors on both sides of the error
    have hT' : IsUnit Tᴴ := hT.star
    have e1 := hT.mul_left_eq_zero.mp e
    have e2 := hB.mul_left_eq_zero.mp e1
    have e3 := (hT'.mul hA).mul_right_eq_zero.mp e2
    exact Matrix.mem_unitaryGroup_iff.mpr (sub_eq_zero.mp e3)
  · intro h
    have h' : T * Tᴴ = 1 := Matrix.mem_unitaryGroup_iff.mp h
    apply sub_eq_zero.mp
    rw [naive_error, h', sub_self]
    simp only [Matrix.mul_zero, Matrix.zero_mul]
```

The steps `e1`, `e2` and `e3` are the three cancellations, and `Matrix.mem_unitaryGroup_iff` translates between unitarity and T Tᴴ = 1.

## (f) With and without the inverse overlap

For invertible T, show that both statements hold:

1. P(A) S⁻¹ P(B) = P(AB) for all A and B.
2. P(A) P(B) = P(AB) for all Hermitian A and B if and only if T is unitary.

Solution. The first statement is (c). For the second, suppose that the naive rule holds for all Hermitian pairs. It then holds for A = B = 1, which is an invertible pair, so T is unitary by (e). Conversely, for unitary T the error in (d) vanishes for every pair.

For a non-unitary T the naive rule thus fails for some Hermitian pair, and by (e) it fails for every invertible one. This includes the square of any invertible Hermitian operator.

```lean
/-- For an invertible PAW transformation, the product with the inverse overlap is correct
for all operators, while the product without it is correct for all Hermitian operators if
and only if the transformation is unitary. -/
theorem product_needs_inverse_overlap (T : Matrix n n ℂ) (hT : IsUnit T) :
    (∀ A B : Matrix n n ℂ,
      pseudo T A * (overlap T)⁻¹ * pseudo T B = pseudo T (A * B)) ∧
    ((∀ A B : Matrix n n ℂ, A.IsHermitian → B.IsHermitian →
      pseudo T A * pseudo T B = pseudo T (A * B)) ↔ T ∈ Matrix.unitaryGroup n ℂ) := by
  refine ⟨pseudo_mul T hT, ?_, ?_⟩
  · intro h
    -- the identity operator already detects a non-unitary transformation
    exact (naive_mul_iff_of_isUnit T hT 1 1 isUnit_one isUnit_one).mp
      (h 1 1 Matrix.isHermitian_one Matrix.isHermitian_one)
  · intro h A B _ _
    have h' : T * Tᴴ = 1 := Matrix.mem_unitaryGroup_iff.mp h
    apply sub_eq_zero.mp
    rw [naive_error, h', sub_self]
    simp only [Matrix.mul_zero, Matrix.zero_mul]
```

The `refine` line supplies (c) and leaves the two directions of the equivalence. In the second direction the Hermiticity assumptions are unused, hence the underscores.

## (g) Higher powers

For invertible T and k = 0, 1, 2, …, show that

P(A) (S⁻¹ P(A))ᵏ = P(Aᵏ⁺¹).

Solution. For k = 0 both sides are P(A). If the formula holds for k, one more factor gives

P(Aᵏ⁺¹) S⁻¹ P(A) = P(Aᵏ⁺²)

by (c).

```lean
/-- For an invertible PAW transformation, the pseudo operator of a positive power of `A` is the
chain of pseudo operators of `A` with an inverse overlap at every junction. -/
theorem pseudo_pow (T : Matrix n n ℂ) (hT : IsUnit T) (A : Matrix n n ℂ) (k : ℕ) :
    pseudo T A * ((overlap T)⁻¹ * pseudo T A) ^ k = pseudo T (A ^ (k + 1)) := by
  induction k with
  | zero => simp
  | succ k ih =>
    rw [pow_succ ((overlap T)⁻¹ * pseudo T A) k, ← mul_assoc, ih, ← mul_assoc,
      pseudo_mul T hT, ← pow_succ]
```

The induction has the same two cases; `ih` is the formula for k.

## (h) The second moment

For invertible T and Hermitian A, show that

ψ† P(A) S⁻¹ P(A) ψ = (A T ψ)† (A T ψ) = ‖A T ψ‖².

Solution. By (c) the operator on the left is P(A²), and by (a) its expectation value is (Tψ)† A² (Tψ). Since Aᴴ = A, one factor A can be moved to the left vector.

For ψ ≠ 0, dividing by ψ† S ψ gives the normalised second moment. Subtracting the square of the normalised mean gives the variance.

```lean
/-- For an invertible PAW transformation and a Hermitian operator `A`, the unnormalised expectation
value of the square formed with the inverse overlap is the squared norm of `A T ψ`. -/
theorem second_moment (T : Matrix n n ℂ) (hT : IsUnit T) (A : Matrix n n ℂ)
    (hA : A.IsHermitian) (ψ : n → ℂ) :
    star ψ ⬝ᵥ ((pseudo T A * (overlap T)⁻¹ * pseudo T A) *ᵥ ψ) =
      star (A *ᵥ (T *ᵥ ψ)) ⬝ᵥ (A *ᵥ (T *ᵥ ψ)) := by
  rw [pseudo_mul T hT, expectation_pseudo, Matrix.star_mulVec A, hA.eq,
    ← Matrix.dotProduct_mulVec, Matrix.mulVec_mulVec (T *ᵥ ψ) A A]
```

The rewriting uses (c), then (a), then Hermiticity through `hA.eq`. The theorem states the equality with the inner product; the squared norm is its usual reading.

## (i) Squaring a generalized eigenvalue

Let T be invertible and suppose that P(A) ψ = a S ψ for a complex number a. Show that

P(A) S⁻¹ P(A) ψ = a² S ψ.

Solution. Insert the assumption twice:

P(A) S⁻¹ P(A) ψ = a P(A) S⁻¹ S ψ = a P(A) ψ = a² S ψ.

A need not be Hermitian. When A is the Hamiltonian, the assumption has the form of the generalized eigenvalue equation of a PAW calculation, here with a square T.

```lean
/-- For an invertible PAW transformation, a solution of the generalized eigenvalue equation
with value `a` solves that of the square formed with the inverse overlap, with value `a²`. -/
theorem square_eigen (T : Matrix n n ℂ) (hT : IsUnit T) (A : Matrix n n ℂ)
    (a : ℂ) (ψ : n → ℂ) (h : pseudo T A *ᵥ ψ = a • (overlap T *ᵥ ψ)) :
    (pseudo T A * (overlap T)⁻¹ * pseudo T A) *ᵥ ψ = a ^ 2 • (overlap T *ᵥ ψ) := by
  have hS : IsUnit (overlap T) := hT.star.mul hT
  have hinv : (overlap T)⁻¹ * overlap T = 1 :=
    Matrix.nonsing_inv_mul _ ((Matrix.isUnit_iff_isUnit_det _).mp hS)
  -- the inverse overlap removes the overlap produced by the first action
  rw [← Matrix.mulVec_mulVec, h, Matrix.mulVec_smul, Matrix.mulVec_mulVec,
    Matrix.mul_assoc, hinv, Matrix.mul_one, h, smul_smul, sq]

end

end PAWOperatorProducts
```

Here `hinv` is S⁻¹ S = 1, and `h` is the assumed equation, used twice.

```lean
#print axioms PAWOperatorProducts.product_needs_inverse_overlap
#print axioms PAWOperatorProducts.pseudo_pow
#print axioms PAWOperatorProducts.second_moment
#print axioms PAWOperatorProducts.square_eigen
```

```
'PAWOperatorProducts.product_needs_inverse_overlap' depends on axioms: [propext, Classical.choice, Quot.sound]
'PAWOperatorProducts.pseudo_pow' depends on axioms: [propext, Classical.choice, Quot.sound]
'PAWOperatorProducts.second_moment' depends on axioms: [propext, Classical.choice, Quot.sound]
'PAWOperatorProducts.square_eigen' depends on axioms: [propext, Classical.choice, Quot.sound]
```

## A two-by-two example

Matrices are written by rows. Take T = [1 1; 0 1] and the Hermitian operator A = [0 1; 1 0], for which A² = 1. Then

S = [1 1; 1 2], S⁻¹ = [2 −1; −1 1], P(A) = [0 1; 1 2].

The correct square is P(A²) = P(1) = S. The two products are

P(A) S⁻¹ P(A) = [1 1; 1 2],

P(A) P(A) = [1 2; 2 5].

Only the first equals S.

For the pseudo state ψ = (0, 1), both P(A)ψ and Sψ are (1, 2), so ψ solves the generalized eigenvalue equation with a = 1. The all-electron state Tψ = (1, 1) has the squared norm ψ† S ψ = 2. The normalised second moment is 2/2 = 1 with the inverse overlap and 5/2 without it. The variance of A in this eigenstate is therefore correctly 0, whereas the naive square gives 3/2.
